# Every McWeeny iterate of a matrix with \(0\le X\le 1\) has the kernel and rank of \(X\), though the limit may have smaller rank

Rank can mean an exact dimension or a count of eigenvalues above a numerical threshold, and the two behave differently under purification. Here it is the exact dimension: an occupation of \(10^{-30}\) counts as much as an occupation of 1. The kernel of \(X\) is likewise the exact set of vectors \(v\) with \(Xv=0\).

The matrix \(X\) is a trial one-particle density matrix in a finite orthonormal basis of spin orbitals, with real or complex entries. Its eigenvalues are occupation numbers. The condition \(0\le X\le 1\) means that \(X\) and \(1-X\) are both positive semidefinite, which is the Pauli principle for these occupations. The McWeeny map is

\[
f(X)=3X^2-2X^3 .
\]

Write \(X_k\) for the result of applying \(f\) to \(X\) \(k\) times, so \(X_0=X\), and \(x_k\) for the same iteration started from a number \(x\).

For purification in exact arithmetic and a finite basis, the result means that the rank of an unconverged iterate does not tell how many levels will stay occupied in the limit.

In Lean, `𝕜` stands for \(\mathbb R\) or \(\mathbb C\), and the finite type `n` labels the basis functions. `PosSemidef` includes being Hermitian, `Xᴴ` is \(X^\dagger\), `X *ᵥ v` is \(Xv\), and `mcWeeny^[k] X` is \(X_k\). The kernel is `LinearMap.ker X.mulVecLin`.

```lean
import Mathlib

open Matrix Filter Topology
open scoped ComplexOrder

namespace McWeenyKernel

noncomputable section
```

The map is defined on an arbitrary ring, so the same `mcWeeny` acts on matrices and on single occupation numbers.

```lean
/-- The McWeeny purification map `X ↦ 3X² - 2X³`, for matrices as well as for single
occupation numbers. -/
def mcWeeny {R : Type*} [Ring R] (X : R) : R := 3 * X ^ 2 - 2 * X ^ 3
```

## (a) Particle-hole symmetry

Show that \(1-f(X)=f(1-X)\).

Since \(X\) commutes with 1, the powers of \(1-X\) expand as they do for numbers:

\[
\begin{aligned}
f(1-X)&=3(1-2X+X^2)-2(1-3X+3X^2-X^3)\\
&=1-3X^2+2X^3=1-f(X).
\end{aligned}
\]

No positivity is needed. The tactic `noncomm_ring` performs this expansion without assuming that multiplication commutes.

```lean
variable {𝕜 n : Type*} [RCLike 𝕜] [Fintype n] [DecidableEq n]

/-- Particle-hole symmetry: purifying the hole matrix `1 - X` gives the hole matrix of the
purified `X`. -/
theorem one_sub_mcWeeny {R : Type*} [Ring R] (X : R) :
    1 - mcWeeny X = mcWeeny (1 - X) := by
  unfold mcWeeny
  noncomm_ring
```

## (b) One step as a congruence

For Hermitian \(X\), write \(f(X)\) in the form \(X^\dagger M X\), with an \(M\) that is positive when \(X\le 1\).

Take \(M=1+2(1-X)=3-2X\). Then

\[
X^\dagger M X=X(3-2X)X=3X^2-2X^3=f(X).
\]

If \(1-X\) is positive semidefinite, \(M\) is the identity plus a positive semidefinite matrix, hence positive definite. The code writes \(2(1-X)\) as a sum of two equal terms, so that positivity of sums applies directly.

```lean
/-- For Hermitian `X` the McWeeny step is the congruence `X† (1 + 2(1 - X)) X`. -/
theorem mcWeeny_eq_congruence {X : Matrix n n 𝕜} (hX : X.IsHermitian) :
    mcWeeny X = Xᴴ * (1 + ((1 - X) + (1 - X))) * X := by
  rw [hX.eq]
  unfold mcWeeny
  noncomm_ring
```

## (c) Occupations stay between 0 and 1

Let \(0\le X\le 1\). Show that \(0\le X_k\le 1\) for every \(k\).

Suppose \(0\le Y\le 1\). By (b), with \(M=1+2(1-Y)\),

\[
v^\dagger f(Y)v=(Yv)^\dagger M(Yv)\ge 0,
\]

so \(f(Y)\ge 0\). The matrix \(1-Y\) satisfies the same two bounds, so \(f(1-Y)\ge 0\) as well, and by (a) this is \(1-f(Y)\ge 0\). Induction on \(k\) finishes the argument.

In the proof, `step` is the positivity statement for one matrix. The induction uses it twice, first for \(X_k\) and then for the hole matrix \(1-X_k\).

```lean
/-- Every McWeeny iterate of a matrix with `0 ≤ X ≤ 1` again lies between `0` and `1`. -/
theorem iterate_bounds {X : Matrix n n 𝕜} (h0 : X.PosSemidef) (h1 : (1 - X).PosSemidef)
    (k : ℕ) : (mcWeeny^[k] X).PosSemidef ∧ (1 - mcWeeny^[k] X).PosSemidef := by
  -- one step preserves positivity
  have step : ∀ Y : Matrix n n 𝕜, Y.PosSemidef → (1 - Y).PosSemidef →
      (mcWeeny Y).PosSemidef := by
    intro Y hY hY'
    rw [mcWeeny_eq_congruence hY.isHermitian]
    exact (PosSemidef.one.add (hY'.add hY')).conjTranspose_mul_mul_same Y
  induction k with
  | zero => exact ⟨h0, h1⟩
  | succ k ih =>
    rw [Function.iterate_succ_apply']
    refine ⟨step _ ih.1 ih.2, ?_⟩
    -- the upper bound is positivity of the purified hole matrix
    rw [one_sub_mcWeeny]
    refine step _ ih.2 ?_
    rw [sub_sub_cancel]
    exact ih.1
```

## (d) One step annihilates no new vector

Let \(0\le X\le 1\). Show that \(f(X)v=0\) exactly when \(Xv=0\).

If \(Xv=0\), then \(f(X)v=X^\dagger M(Xv)=0\). Conversely, if \(f(X)v=0\), then

\[
0=v^\dagger f(X)v=(Xv)^\dagger M(Xv).
\]

Because \(M\) is positive definite, the right-hand side would be positive if \(Xv\) were nonzero. Hence \(Xv=0\).

The Lean proof argues by contradiction in the same way: `hM` is the positive definiteness of \(M\), and `hpos` is the strict inequality that is rewritten into \(0<0\).

```lean
/-- For `0 ≤ X ≤ 1`, one McWeeny step annihilates exactly the vectors that `X` annihilates. -/
theorem mcWeeny_mulVec_eq_zero_iff {X : Matrix n n 𝕜} (h0 : X.PosSemidef)
    (h1 : (1 - X).PosSemidef) (v : n → 𝕜) : mcWeeny X *ᵥ v = 0 ↔ X *ᵥ v = 0 := by
  have e : mcWeeny X *ᵥ v = Xᴴ *ᵥ ((1 + ((1 - X) + (1 - X))) *ᵥ (X *ᵥ v)) := by
    rw [mcWeeny_eq_congruence h0.isHermitian, ← mulVec_mulVec, ← mulVec_mulVec]
  constructor
  · intro h
    by_contra hw
    -- the middle factor is positive definite, so its expectation value in `X v` is positive
    have hM : (1 + ((1 - X) + (1 - X))).PosDef := PosDef.one.add_posSemidef (h1.add h1)
    have hpos := hM.dotProduct_mulVec_pos hw
    rw [star_mulVec, ← dotProduct_mulVec, ← e, h, dotProduct_zero] at hpos
    exact lt_irrefl _ hpos
  · intro h
    rw [e, h, mulVec_zero, mulVec_zero]
```

## (e) All iterates share one kernel and one rank

Let \(0\le X\le 1\). Show that \(\ker X_k=\ker X\) and \(\operatorname{rank}X_k=\operatorname{rank}X\) for every \(k\).

By (c), each \(X_k\) satisfies the hypotheses of (d), so \(\ker X_{k+1}=\ker X_k\). Starting from \(X_0=X\), induction gives \(\ker X_k=\ker X\). If the basis has \(N\) functions, rank-nullity gives

\[
\operatorname{rank}X_k=N-\dim\ker X_k=N-\dim\ker X=\operatorname{rank}X .
\]

The code writes rank-nullity for both matrices, identifies the kernels, and leaves the remaining integer arithmetic to `omega`.

The argument has a neighbour for full occupation. By (a), used once per step, \(1-X_k\) is the result of applying \(f\) to \(1-X\) \(k\) times, so applying the kernel statement to \(1-X\) shows that \(\ker(1-X_k)=\ker(1-X)\): no finite number of steps makes a partly occupied level exactly full.

```lean
/-- If `0 ≤ X ≤ 1`, every finite McWeeny iterate has the same kernel and the same rank
as `X`. -/
theorem iterate_ker_and_rank {X : Matrix n n 𝕜} (h0 : X.PosSemidef)
    (h1 : (1 - X).PosSemidef) (k : ℕ) :
    LinearMap.ker (mcWeeny^[k] X).mulVecLin = LinearMap.ker X.mulVecLin ∧
      (mcWeeny^[k] X).rank = X.rank := by
  have hker : LinearMap.ker (mcWeeny^[k] X).mulVecLin = LinearMap.ker X.mulVecLin := by
    induction k with
    | zero => rfl
    | succ k ih =>
      rw [← ih, Function.iterate_succ_apply']
      obtain ⟨hk0, hk1⟩ := iterate_bounds h0 h1 k
      ext v
      simp only [LinearMap.mem_ker, mulVecLin_apply]
      exact mcWeeny_mulVec_eq_zero_iff hk0 hk1 v
  refine ⟨hker, ?_⟩
  -- rank-nullity for both matrices
  have a := LinearMap.finrank_range_add_finrank_ker (mcWeeny^[k] X).mulVecLin
  have b := LinearMap.finrank_range_add_finrank_ker X.mulVecLin
  rw [hker] at a
  unfold Matrix.rank
  omega
```

## (f) Levels keep their vectors

Let \(Xv=xv\) with \(x\) real. Show that \(X_kv=x_kv\).

The case \(k=0\) is the assumption. If \(X_kv=x_kv\), then \(X_k^2v=x_k^2v\) and \(X_k^3v=x_k^3v\), so

\[
X_{k+1}v=(3x_k^2-2x_k^3)v=x_{k+1}v .
\]

This holds for any square matrix, Hermitian or not. The proof writes the polynomial as sums of products of \(Y=X_k\), applies the factors to \(v\) one at a time, and collects the scalars with `module`.

```lean
/-- An eigenvector of `X` with occupation `x` is an eigenvector of every McWeeny iterate,
with the iterated occupation. -/
theorem iterate_mulVec_eigenvector {X : Matrix n n 𝕜} {v : n → 𝕜} {x : ℝ}
    (hv : X *ᵥ v = x • v) (k : ℕ) : mcWeeny^[k] X *ᵥ v = (mcWeeny^[k] x) • v := by
  induction k with
  | zero => exact hv
  | succ k ih =>
    rw [Function.iterate_succ_apply', Function.iterate_succ_apply']
    generalize mcWeeny^[k] X = Y at ih ⊢
    generalize mcWeeny^[k] x = y at ih ⊢
    have e : mcWeeny Y = Y * Y + Y * Y + Y * Y - (Y * Y * Y + Y * Y * Y) := by
      unfold mcWeeny
      noncomm_ring
    rw [e]
    simp only [sub_mulVec, add_mulVec, ← mulVec_mulVec, ih, mulVec_smul]
    unfold mcWeeny
    module
```

## (g) Weak occupations tend to zero

Let \(0\le x<1/2\). Show that \(x_k\to 0\).

Put \(q=x(3-2x)\). Then \(q\ge 0\), and \(1-q=(1-x)(1-2x)>0\), so \(q<1\). For \(0\le y\le x\),

\[
x(3-2x)-y(3-2y)=(x-y)\bigl(3-2(x+y)\bigr)\ge 0,
\]

because \(x+y<1\). Therefore

\[
0\le f(y)=y\cdot y(3-2y)\le qy\le y\le x .
\]

The iterates thus remain in \([0,x]\), and each step multiplies them by at most \(q\). This gives \(0\le x_k\le xq^k\), which tends to zero. The geometric bound suffices for the limit but is loose: since \(f(y)\le 3y^2\) for \(y\ge 0\), small occupations shrink quadratically.

The statement `key` carries all three bounds through the induction: nonnegativity, \(x_k\le x\), and \(x_k\le xq^k\). `squeeze_zero` then takes the limit.

```lean
/-- An occupation number in `[0, 1/2)` tends to zero under McWeeny iteration. -/
theorem weak_occupation_tendsto_zero {x : ℝ} (h0 : 0 ≤ x) (h1 : x < 1 / 2) :
    Tendsto (fun k => mcWeeny^[k] x) atTop (𝓝 0) := by
  have hq0 : 0 ≤ x * (3 - 2 * x) := mul_nonneg h0 (by linarith)
  have hq1 : x * (3 - 2 * x) < 1 := by nlinarith
  -- each step contracts at least by the factor `x (3 - 2x)`
  have key : ∀ k : ℕ, 0 ≤ mcWeeny^[k] x ∧ mcWeeny^[k] x ≤ x ∧
      mcWeeny^[k] x ≤ x * (x * (3 - 2 * x)) ^ k := by
    intro k
    induction k with
    | zero => simp [h0]
    | succ k ih =>
      rw [Function.iterate_succ_apply']
      generalize mcWeeny^[k] x = y at ih ⊢
      obtain ⟨a, b, c⟩ := ih
      have e : mcWeeny y = y * (y * (3 - 2 * y)) := by
        unfold mcWeeny
        ring
      have hy : y * (3 - 2 * y) ≤ x * (3 - 2 * x) := by
        nlinarith [mul_nonneg (sub_nonneg.2 b) (by linarith : 0 ≤ 3 - 2 * (x + y))]
      have hs : mcWeeny y ≤ y * (x * (3 - 2 * x)) := by
        rw [e]
        exact mul_le_mul_of_nonneg_left hy a
      refine ⟨?_, ?_, ?_⟩
      · rw [e]
        exact mul_nonneg a (mul_nonneg a (by linarith))
      · exact (hs.trans (mul_le_of_le_one_right a hq1.le)).trans b
      · rw [pow_succ, ← mul_assoc]
        exact hs.trans (mul_le_mul_of_nonneg_right c hq0)
  have hlim := (tendsto_pow_atTop_nhds_zero_of_lt_one hq0 hq1).const_mul x
  rw [mul_zero] at hlim
  exact squeeze_zero (fun k => (key k).1) (fun k => (key k).2.2) hlim
```

## (h) The limit loses rank

Let \(0\le X\le 1\), let \(X_k\to P\), and let \(Xv=xv\) with \(v\ne 0\) and \(0<x<1/2\). Show that \(\operatorname{rank}P<\operatorname{rank}X_k\) for every \(k\).

If \(Xw=0\), then \(X_kw=0\) for all \(k\) by (e), and the limit gives \(Pw=0\). So \(\ker X\subseteq\ker P\). By (f) and (g),

\[
Pv=\lim_{k\to\infty}X_kv=\lim_{k\to\infty}x_kv=0,
\]

while \(Xv=xv\ne 0\). The inclusion is therefore strict, and rank-nullity with (e) gives

\[
\operatorname{rank}P<\operatorname{rank}X=\operatorname{rank}X_k .
\]

In the code, `hlim` passes from convergence of the matrices, which is entrywise, to convergence of \(X_kw\) for each vector. `hPv` is the computation of \(Pv\), and `hlt` is the strict inclusion of kernels.

Convergence is a hypothesis here, and \(P\) is not required to be a projector. A level with occupation exactly \(1/2\) is a fixed point of \(f\), so it would survive in the limit with that occupation.

The problem could also have been set up through the spectral theorem, with \(X\) described by its list of occupations and \(f\) acting on each. Rank would then be the number of nonzero occupations, and convergence could be derived instead of assumed. The price would be a diagonalisation at the start, which the congruence in (b) avoids.

```lean
/-- If `0 ≤ X ≤ 1` has a level with occupation strictly between `0` and `1/2`, then a limit
of the McWeeny iterates has strictly smaller rank than every iterate. -/
theorem rank_limit_lt_rank_iterate {X P : Matrix n n 𝕜} (h0 : X.PosSemidef)
    (h1 : (1 - X).PosSemidef) (hP : Tendsto (fun k => mcWeeny^[k] X) atTop (𝓝 P))
    {v : n → 𝕜} {x : ℝ} (hv0 : v ≠ 0) (hv : X *ᵥ v = x • v) (hx0 : 0 < x)
    (hx1 : x < 1 / 2) (k : ℕ) : P.rank < (mcWeeny^[k] X).rank := by
  have hlim : ∀ w : n → 𝕜, Tendsto (fun k => mcWeeny^[k] X *ᵥ w) atTop (𝓝 (P *ᵥ w)) := by
    intro w
    have hc : Continuous (fun A : Matrix n n 𝕜 => A *ᵥ w) :=
      Continuous.matrix_mulVec continuous_id continuous_const
    exact (hc.tendsto P).comp hP
  -- the limit annihilates the weakly occupied level
  have hPv : P *ᵥ v = 0 := by
    have h := (weak_occupation_tendsto_zero hx0.le hx1).smul_const v
    rw [zero_smul] at h
    refine tendsto_nhds_unique (hlim v) (h.congr fun j => ?_)
    exact (iterate_mulVec_eigenvector hv j).symm
  have hlt : LinearMap.ker X.mulVecLin < LinearMap.ker P.mulVecLin := by
    refine lt_of_le_of_ne ?_ ?_
    · intro w hw
      have hz : ∀ j, mcWeeny^[j] X *ᵥ w = 0 := by
        intro j
        rw [← (iterate_ker_and_rank h0 h1 j).1] at hw
        exact hw
      exact tendsto_nhds_unique (hlim w) (tendsto_const_nhds.congr fun j => (hz j).symm)
    · intro h
      have hm : v ∈ LinearMap.ker P.mulVecLin := hPv
      rw [← h] at hm
      have hXv : X *ᵥ v = 0 := hm
      rw [hv] at hXv
      exact (smul_ne_zero hx0.ne' hv0) hXv
  have hfin := Submodule.finrank_lt_finrank_of_lt hlt
  have a := LinearMap.finrank_range_add_finrank_ker P.mulVecLin
  have b := LinearMap.finrank_range_add_finrank_ker X.mulVecLin
  rw [(iterate_ker_and_rank h0 h1 k).2]
  unfold Matrix.rank
  omega
```

## (i) Two levels, one of them weakly occupied

Let \(0<x<1/2\) and \(X=\operatorname{diag}(1,x)\). Show that \(0\le X\le 1\), that every \(X_k\) has rank 2, and that \(X_k\to\operatorname{diag}(1,0)\), which has rank 1.

The diagonal entries of \(X\) and of \(1-X=\operatorname{diag}(0,1-x)\) are nonnegative, which gives the bounds. Since \(f(1)=1\),

\[
X_k=\operatorname{diag}(1,x_k).
\]

The determinant of \(X\) is \(x\ne 0\), so \(X\) has rank 2, and by (e) so does every \(X_k\). By (g), \(x_k\to 0\), which gives the limit; it has one nonzero diagonal entry and hence rank 1. For \(x=0.1\), the second occupation runs through \(0.1\), \(0.028\) and about \(0.0023\): it shrinks quickly but is never zero.

The formula for \(X_k\) is `hit`. Its induction step uses the fact that forming a diagonal matrix from a list of entries respects sums and products, so `mcWeeny` can be applied to the entries directly. This example also shows that the assumptions of (h) can be met.

```lean
/-- For `0 < x < 1/2` the matrix `diag(1, x)` lies between `0` and `1`, all its McWeeny
iterates have rank two, and they converge to `diag(1, 0)`, which has rank one. -/
theorem rank_drop_witness {x : ℝ} (hx0 : 0 < x) (hx1 : x < 1 / 2) :
    (diagonal ![1, x]).PosSemidef ∧ (1 - diagonal ![1, x]).PosSemidef ∧
      (∀ k : ℕ, (mcWeeny^[k] (diagonal ![1, x])).rank = 2) ∧
      Tendsto (fun k => mcWeeny^[k] (diagonal ![1, x])) atTop (𝓝 (diagonal ![1, 0])) ∧
      (diagonal ![(1 : ℝ), 0]).rank = 1 := by
  have p0 : (diagonal ![1, x]).PosSemidef :=
    PosSemidef.diagonal (Fin.forall_fin_two.2 ⟨zero_le_one, hx0.le⟩)
  have p1 : (1 - diagonal ![1, x]).PosSemidef := by
    have e : 1 - diagonal ![1, x] = diagonal ![0, 1 - x] := by
      ext i j
      fin_cases i <;> fin_cases j <;> simp
    rw [e]
    exact PosSemidef.diagonal
      (Fin.forall_fin_two.2 ⟨le_refl (0 : ℝ), (by linarith : (0 : ℝ) ≤ 1 - x)⟩)
  -- the iteration acts on each occupation separately
  have hit : ∀ k : ℕ, mcWeeny^[k] (diagonal ![1, x]) = diagonal ![1, mcWeeny^[k] x] := by
    intro k
    induction k with
    | zero => rfl
    | succ k ih =>
      rw [Function.iterate_succ_apply', Function.iterate_succ_apply', ih]
      generalize mcWeeny^[k] x = y
      have hd : mcWeeny (diagonalRingHom (Fin 2) ℝ ![1, y]) =
          diagonalRingHom (Fin 2) ℝ (mcWeeny ![1, y]) := by
        simp only [mcWeeny, map_sub, map_mul, map_pow, map_ofNat]
      have hv : mcWeeny ![1, y] = ![1, mcWeeny y] := by
        ext i
        fin_cases i <;> norm_num [mcWeeny]
      rw [hv] at hd
      exact hd
  refine ⟨p0, p1, fun k => ?_, ?_, ?_⟩
  · rw [(iterate_ker_and_rank p0 p1 k).2]
    have hu : IsUnit (diagonal ![1, x]) := by
      rw [isUnit_iff_isUnit_det, det_diagonal]
      simp [Fin.prod_univ_two, hx0.ne']
    rw [rank_of_isUnit _ hu, Fintype.card_fin]
  · have hv : Tendsto (fun k => ![1, mcWeeny^[k] x]) atTop (𝓝 ![1, 0]) :=
      tendsto_pi_nhds.2 (Fin.forall_fin_two.2
        ⟨tendsto_const_nhds, weak_occupation_tendsto_zero hx0.le hx1⟩)
    have hc : Continuous (fun d : Fin 2 → ℝ => diagonal d) :=
      Continuous.matrix_diagonal continuous_id
    exact ((hc.tendsto _).comp hv).congr fun k => (hit k).symm
  · rw [rank_diagonal, Fintype.card_eq_one_iff]
    refine ⟨⟨0, by simp⟩, ?_⟩
    rintro ⟨i, hi⟩
    fin_cases i
    · rfl
    · exact absurd rfl hi

end

end McWeenyKernel
```

```lean
#print axioms McWeenyKernel.rank_limit_lt_rank_iterate
```

```
'McWeenyKernel.rank_limit_lt_rank_iterate' depends on axioms: [propext, Classical.choice, Quot.sound]
```
